# The ground energy of a finite-dimensional Hermitian Hamiltonian is its lowest energy level

For a Hamiltonian given by a Hermitian complex matrix `A` of finite, nonzero size, the theorem says that the ground energy is itself an energy level and that no level lies below it. Here a level is a real number `e` with `A *ᵥ v = e • v` for some nonzero vector `v`, which need not be normalised, and the ground energy is defined as the infimum of the set of levels. The attempt takes an eigenvector from Mathlib's eigenvector basis to show that this set is not empty, and argues that it is finite because every level is a root of the characteristic polynomial. A nonempty finite set of reals contains its infimum, which is then its least element.

An attempt in Lean 4 with a fault in it:

```lean
import Mathlib

open Matrix
open scoped ComplexOrder

namespace RelativisticDoubleCounting

noncomputable section

variable {n : Type*} [Fintype n]

/-- The real energy levels of a matrix: real numbers that have a nonzero eigenvector. -/
def levels (A : Matrix n n ℂ) : Set ℝ :=
  {e | ∃ v : n → ℂ, v ≠ 0 ∧ A *ᵥ v = (e : ℂ) • v}

/-- The ground energy: the infimum of the energy levels. -/
def groundEnergy (A : Matrix n n ℂ) : ℝ := sInf (levels A)

variable [DecidableEq n] [Nonempty n]

/-- The ground energy of a Hermitian matrix is its lowest energy level. -/
theorem groundEnergy_isLeast {A : Matrix n n ℂ} (hA : A.IsHermitian) :
    IsLeast (levels A) (groundEnergy A) := by
  have hne : (levels A).Nonempty := by
    let i : n := Classical.arbitrary n
    refine ⟨hA.eigenvalues i, (hA.eigenvectorBasis i).ofLp, ?_, ?_⟩
    · intro h
      apply hA.eigenvectorBasis.orthonormal.ne_zero i
      ext j
      exact congrFun h j
    · exact hA.mulVec_eigenvectorBasis i
  -- every level is a root of the characteristic polynomial
  have hfin : (levels A).Finite := by
    have hroots := Polynomial.finite_setOf_isRoot A.charpoly_monic.ne_zero
    refine (hroots.preimage (Complex.ofReal_injective.injOn)).subset ?_
    rintro e ⟨v, hv, hAv⟩
    change A.charpoly.eval (e : ℂ) = 0
    rw [Matrix.eval_charpoly]
    refine Matrix.exists_mulVec_eq_zero_iff.mp ⟨v, hv, ?_⟩
    rw [sub_mulVec, hAv, ← Matrix.smul_one_eq_diagonal (e : ℂ) |>.symm ▸ rfl]
    simp [Matrix.scalar_apply, ← Matrix.smul_one_eq_diagonal, smul_mulVec]
  exact ⟨hne.csInf_mem hfin, fun e he => csInf_le hfin.bddBelow he⟩

end

end RelativisticDoubleCounting
```

The error:

```
Main.lean:34:19: warning: `Polynomial.finite_setOf_isRoot` has been deprecated: Use `Polynomial.finite_setOfPred_isRoot` instead
Main.lean:40:25: error: Invalid rewrite argument: Expected an equality or iff proof or definition name, but `?m.180` is a value of type
  ?m.179
Main.lean:40:27: error: invalid `▸` notation, the equality
  Eq.symm (smul_one_eq_diagonal ↑e)
has type 
  (diagonal fun x => ↑e) = ↑e • 1
but neither side of the equality is mentioned in the type
  ?m.205 = ?m.205
```

Both errors come from the third argument of the `rw`, the term built with `▸ rfl`. The `▸` has to use the equality between `diagonal fun x => ↑e` and `↑e • 1` to rewrite the type of `rfl`. But nothing says what that type should be: it is only `?m.205 = ?m.205`, in which neither side of the equality occurs. The term therefore gets no definite statement, and `rw` reports that it has no equality or iff to rewrite with.

The repair states the needed equation outright as `hsc`: `Matrix.scalar n (e : ℂ)` equals `e • 1`. It is proved by turning the right side into a diagonal matrix and closing with `rfl`. The new `rw` then takes `(e • 1 - A) *ᵥ v` to `e • v - e • v`, which is zero. This also replaces the final `simp`, which Lean never reached, so the messages do not show whether it would have worked.

The change to `Polynomial.finite_setOfPred_isRoot` only answers a deprecation warning and is tidying.

The change, after which it compiles:

```diff
@@ -32,5 +32,5 @@
   -- every level is a root of the characteristic polynomial
   have hfin : (levels A).Finite := by
-    have hroots := Polynomial.finite_setOf_isRoot A.charpoly_monic.ne_zero
+    have hroots := Polynomial.finite_setOfPred_isRoot A.charpoly_monic.ne_zero
     refine (hroots.preimage (Complex.ofReal_injective.injOn)).subset ?_
     rintro e ⟨v, hv, hAv⟩
@@ -38,6 +38,8 @@
     rw [Matrix.eval_charpoly]
     refine Matrix.exists_mulVec_eq_zero_iff.mp ⟨v, hv, ?_⟩
-    rw [sub_mulVec, hAv, ← Matrix.smul_one_eq_diagonal (e : ℂ) |>.symm ▸ rfl]
-    simp [Matrix.scalar_apply, ← Matrix.smul_one_eq_diagonal, smul_mulVec]
+    have hsc : Matrix.scalar n (e : ℂ) = (e : ℂ) • (1 : Matrix n n ℂ) := by
+      rw [Matrix.smul_one_eq_diagonal]
+      rfl
+    rw [hsc, sub_mulVec, smul_mulVec, one_mulVec, hAv, sub_self]
   exact ⟨hne.csInf_mem hfin, fun e he => csInf_le hfin.bddBelow he⟩
 
```
